# Magnetization reversal leaves the total transmission of a coherent two-lead scatterer unchanged

With one channel in each of two leads, I can see that reversing the magnetization does nothing to the transmission: the scattering matrix is $2\times2$, and unitarity leaves no room for a difference. My real case is a chiral molecule between a normal and a ferromagnetic electrode. It has many channels, and spin-orbit coupling rotates the spin on the way through. The transmission from spin up to spin up certainly can change when I flip the magnet. Why should the sum over all channels, and with it the linear conductance, stay the same?

## Reflection is unchanged, and unitarity fixes the rest

Your one-channel case already contains the mechanism. Number the leads 0 and 1 and write

$$S=\begin{pmatrix} r & t'\\ t & r'\end{pmatrix},$$

where $S_{ij}$ is the amplitude from channel $j$ to channel $i$. Time reversal transposes $S$ and, in this case, multiplies its entries by phases. It therefore exchanges $|t|$ and $|t'|$ but leaves $|r'|$ alone. The reversed matrix is again unitary, so its second row has norm 1, and the transmission into lead 1 is $1-|r'|^2$ for both magnetizations.

With many channels, total reflection plays the part of $|r'|^2$. The ferromagnet belongs to the scatterer, so its own reflections are included in $S$. Let $T_{ab}$ be the sum of $|S_{ij}|^2$ over $i$ in lead $a$ and $j$ in lead $b$, let $P_a$ project onto the channels of lead $a$, and let $N_a$ be their number. The reversed matrix is $S'=VS^TV^\dagger$, where the unitary $V$ describes how time reversal acts on the channels and does not mix the leads. Primes on $T$ refer to $S'$.

**The trace form.** The diagonal entry $(P_aSP_bS^\dagger)_{ii}$ is $\sum_{j\in b}|S_{ij}|^2$ if $i$ is in lead $a$, and zero otherwise. Hence $T_{ab}=\mathrm{tr}(P_aSP_bS^\dagger)$.

**Reciprocity.** The entries of $P_aV$ and $VP_a$ agree when $i$ and $j$ are in the same lead, and both vanish when they are not, because $V_{ij}=0$ there. So $V$ commutes with each projector, and

$$\begin{aligned}
T'_{ab}&=\mathrm{tr}\big(P_aVS^TV^\dagger P_bV(S^T)^\dagger V^\dagger\big)\\
&=\mathrm{tr}\big(VP_aS^T(V^\dagger V)P_b(S^T)^\dagger V^\dagger\big)\\
&=\mathrm{tr}\big(P_aS^TP_b(S^T)^\dagger\big)=\sum_{i\in a,\,j\in b}|S_{ji}|^2=T_{ba}.
\end{aligned}$$

In particular $T'_{aa}=T_{aa}$: the total reflection is unchanged.

**Unitarity.** Each row of $S$ has norm 1, so $\sum_bT_{ab}=N_a$. Transposing $S^\dagger S=1$ gives $S^T(S^T)^\dagger=1$, so $S^T$ is unitary, and so is the product $S'$. The same sum rule holds for it, and

$$\sum_{b\ne a}T'_{ab}=N_a-T'_{aa}=N_a-T_{aa}=\sum_{b\ne a}T_{ab}.$$

With two leads each sum has a single term, so $T'_{10}=T_{10}$ and $T'_{01}=T_{01}$. No spin symmetry of $S$ was used, and spin-orbit coupling is even under time reversal, so it is the same in the reversed device. It therefore does not alter the result.

## What the theorems say about the device

In the Lean code, `n` is the finite set of channels, spin included, and `lead : n → L` assigns each channel to its lead. The matrix `S` describes a single energy, in flux-normalised channels. `transmission lead S a b` is $T_{ab}$, with the target lead first; despite its name, it is the total reflection when `a = b`. `BlockDiagonal lead V` says that `V i j` vanishes between different leads, and membership in `unitaryGroup n ℂ` expresses unitarity. For `S`, this is conservation of current: every electron that enters leaves elastically through one of the listed channels.

The main statement, `two_terminal_transmission_reversed`, takes `lead : n → Fin 2` and gives equality in both directions. `total_transmission_reversed` holds for any finite number of leads, but only for the sum over all other source leads.

`reversed V S` is a definition, with the same `V` for incoming and outgoing channels, which presumes that the two sets are paired accordingly. That this matrix describes the real device with its magnet flipped is the step left to physics. It requires that everything odd under time reversal, including any applied magnetic field, changes sign, and that nothing else changes.

```lean
import Mathlib

open Matrix

namespace TwoTerminalSpinSelectivity

noncomputable section

variable {n L : Type*} [Fintype n] [DecidableEq n] [Fintype L] [DecidableEq L]

/-- Total transmission into lead `a` from lead `b`: the sum of `|S i j|²` over outgoing
channels `i` in `a` and incoming channels `j` in `b`. For `a = b` it is the total reflection. -/
def transmission (lead : n → L) (S : Matrix n n ℂ) (a b : L) : ℝ :=
  ∑ i with lead i = a, ∑ j with lead j = b, ‖S i j‖ ^ 2

/-- The magnetization-reversed scattering matrix `V Sᵀ V†`, where `V` is the matrix by which
time reversal acts on the channels. -/
def reversed (V S : Matrix n n ℂ) : Matrix n n ℂ := V * Sᵀ * Vᴴ

/-- The projector onto the channels of lead `a`. -/
def leadProj (lead : n → L) (a : L) : Matrix n n ℂ :=
  diagonal fun i => if lead i = a then 1 else 0

/-- `V` is block diagonal in the leads: it does not mix channels of different leads. -/
def BlockDiagonal (lead : n → L) (V : Matrix n n ℂ) : Prop :=
  ∀ i j, lead i ≠ lead j → V i j = 0

omit [Fintype L] in
/-- The transmission between two leads is the trace of `P_a S P_b S†`. -/
theorem transmission_eq_trace (lead : n → L) (S : Matrix n n ℂ) (a b : L) :
    (transmission lead S a b : ℂ) =
      trace (leadProj lead a * S * leadProj lead b * Sᴴ) := by
  unfold transmission leadProj Matrix.trace
  rw [Finset.sum_filter, Complex.ofReal_sum]
  refine Finset.sum_congr rfl fun i _ => ?_
  rw [Matrix.diag_apply, Matrix.mul_apply]
  by_cases ha : lead i = a
  · rw [if_pos ha, Finset.sum_filter, Complex.ofReal_sum]
    refine Finset.sum_congr rfl fun j _ => ?_
    rw [Matrix.mul_diagonal, Matrix.diagonal_mul, Matrix.conjTranspose_apply, if_pos ha]
    by_cases hb : lead j = b
    · rw [if_pos hb, if_pos hb, one_mul, mul_one, Complex.star_def, Complex.mul_conj,
        Complex.normSq_eq_norm_sq]
    · simp [hb]
  · simp [ha, Matrix.mul_diagonal, Matrix.diagonal_mul]

omit [Fintype L] in
/-- A matrix that is block diagonal in the leads commutes with every lead projector. -/
theorem leadProj_comm {lead : n → L} {V : Matrix n n ℂ} (hB : BlockDiagonal lead V) (a : L) :
    leadProj lead a * V = V * leadProj lead a := by
  ext i j
  unfold leadProj
  rw [Matrix.diagonal_mul, Matrix.mul_diagonal]
  by_cases h : lead i = lead j
  · rw [h, mul_comm]
  · rw [hB i j h, mul_zero, zero_mul]

omit [Fintype L] in
/-- Reciprocity for any number of leads: if `V` is unitary and block diagonal in the leads,
reversing the magnetization exchanges the source and the target lead of each transmission. -/
theorem transmission_reversed {lead : n → L} {V : Matrix n n ℂ}
    (hV : V ∈ unitaryGroup n ℂ) (hB : BlockDiagonal lead V) (S : Matrix n n ℂ) (a b : L) :
    transmission lead (reversed V S) a b = transmission lead S b a := by
  have hVV : Vᴴ * V = 1 := mem_unitaryGroup_iff'.mp hV
  have hadj : (reversed V S)ᴴ = V * Sᵀᴴ * Vᴴ := by
    simp only [reversed, Matrix.conjTranspose_mul, Matrix.conjTranspose_conjTranspose,
      Matrix.mul_assoc]
  -- move V through the projectors and cancel V†V in the middle
  have key : leadProj lead a * reversed V S * leadProj lead b * (reversed V S)ᴴ =
      V * (leadProj lead a * Sᵀ * leadProj lead b * Sᵀᴴ) * Vᴴ := by
    rw [hadj, reversed]
    calc leadProj lead a * (V * Sᵀ * Vᴴ) * leadProj lead b * (V * Sᵀᴴ * Vᴴ)
        = (leadProj lead a * V) * Sᵀ * Vᴴ * (leadProj lead b * V) * Sᵀᴴ * Vᴴ := by
          simp only [Matrix.mul_assoc]
      _ = (V * leadProj lead a) * Sᵀ * Vᴴ * (V * leadProj lead b) * Sᵀᴴ * Vᴴ := by
          rw [leadProj_comm hB a, leadProj_comm hB b]
      _ = V * leadProj lead a * Sᵀ * (Vᴴ * V) * leadProj lead b * Sᵀᴴ * Vᴴ := by
          simp only [Matrix.mul_assoc]
      _ = V * (leadProj lead a * Sᵀ * leadProj lead b * Sᵀᴴ) * Vᴴ := by
          rw [hVV, Matrix.mul_one]
          simp only [Matrix.mul_assoc]
  -- the outer V and V† cancel under the trace
  have hT : transmission lead (reversed V S) a b = transmission lead Sᵀ a b := by
    apply Complex.ofReal_injective
    rw [transmission_eq_trace, transmission_eq_trace, key, Matrix.trace_mul_cycle, hVV,
      Matrix.one_mul]
  rw [hT]
  exact Finset.sum_comm

/-- The magnetization-reversed scattering matrix is unitary when `S` and `V` are. -/
theorem reversed_mem_unitaryGroup {V S : Matrix n n ℂ}
    (hV : V ∈ unitaryGroup n ℂ) (hS : S ∈ unitaryGroup n ℂ) :
    reversed V S ∈ unitaryGroup n ℂ := by
  have hSt : Sᵀ ∈ unitaryGroup n ℂ := by
    have h := congrArg Matrix.transpose (mem_unitaryGroup_iff'.mp hS)
    rw [Matrix.transpose_mul, Matrix.transpose_one] at h
    exact mem_unitaryGroup_iff.mpr h
  have hVh : Vᴴ ∈ unitaryGroup n ℂ := by
    rw [mem_unitaryGroup_iff, ← Matrix.star_eq_conjTranspose, star_star]
    exact mem_unitaryGroup_iff'.mp hV
  exact mul_mem (mul_mem hV hSt) hVh

/-- For unitary `S`, reflection and transmission into lead `a` add up to its number of
channels. -/
theorem sum_transmission (lead : n → L) {S : Matrix n n ℂ} (hS : S ∈ unitaryGroup n ℂ) (a : L) :
    ∑ b, transmission lead S a b = ((Finset.univ.filter fun i => lead i = a).card : ℝ) := by
  have row : ∀ i, ∑ j, ‖S i j‖ ^ 2 = 1 := by
    intro i
    have h : (S * Sᴴ) i i = (1 : Matrix n n ℂ) i i :=
      congrFun (congrFun (mem_unitaryGroup_iff.mp hS) i) i
    rw [Matrix.mul_apply, Matrix.one_apply_eq] at h
    apply Complex.ofReal_injective
    rw [Complex.ofReal_sum, Complex.ofReal_one, ← h]
    refine Finset.sum_congr rfl fun j _ => ?_
    rw [Matrix.conjTranspose_apply, Complex.star_def, Complex.mul_conj,
      Complex.normSq_eq_norm_sq]
  unfold transmission
  rw [Finset.sum_comm]
  simp only [Finset.sum_fiberwise, row, Finset.sum_const, nsmul_eq_mul, mul_one]

/-- For unitary `S` and a unitary `V` that is block diagonal in any number of leads, the total
transmission into a lead from all the other leads is unchanged by magnetization reversal. -/
theorem total_transmission_reversed {lead : n → L} {V S : Matrix n n ℂ}
    (hV : V ∈ unitaryGroup n ℂ) (hB : BlockDiagonal lead V) (hS : S ∈ unitaryGroup n ℂ) (a : L) :
    ∑ b ∈ Finset.univ.erase a, transmission lead (reversed V S) a b =
      ∑ b ∈ Finset.univ.erase a, transmission lead S a b := by
  have h1 := Finset.add_sum_erase Finset.univ (transmission lead (reversed V S) a)
    (Finset.mem_univ a)
  have h2 := Finset.add_sum_erase Finset.univ (transmission lead S a) (Finset.mem_univ a)
  rw [sum_transmission lead (reversed_mem_unitaryGroup hV hS)] at h1
  rw [sum_transmission lead hS] at h2
  -- the total reflection is the same for both magnetizations
  have h3 := transmission_reversed hV hB S a a
  linarith

/-- Two leads, unitary `S`, and a unitary `V` that is block diagonal in the leads: in either
direction, the total transmission is the same before and after magnetization reversal. -/
theorem two_terminal_transmission_reversed {lead : n → Fin 2} {V S : Matrix n n ℂ}
    (hV : V ∈ unitaryGroup n ℂ) (hB : BlockDiagonal lead V) (hS : S ∈ unitaryGroup n ℂ) :
    transmission lead (reversed V S) 1 0 = transmission lead S 1 0 ∧
      transmission lead (reversed V S) 0 1 = transmission lead S 0 1 := by
  have e1 : (Finset.univ.erase 1 : Finset (Fin 2)) = {0} := by decide
  have e0 : (Finset.univ.erase 0 : Finset (Fin 2)) = {1} := by decide
  have h1 := total_transmission_reversed hV hB hS 1
  have h0 := total_transmission_reversed hV hB hS 0
  rw [e1, Finset.sum_singleton, Finset.sum_singleton] at h1
  rw [e0, Finset.sum_singleton, Finset.sum_singleton] at h0
  exact ⟨h1, h0⟩

/-- A scatterer on the channels (lead 0 up, lead 0 down, lead 1 up, lead 1 down) that flips
the spin of electrons coming from lead 1. -/
def spinFlipper : Matrix (Fin 4) (Fin 4) ℂ :=
  !![0, 0, 0, 1; 0, 0, 1, 0; 1, 0, 0, 0; 0, 1, 0, 0]

/-- Spin-1/2 time reversal on the same four channels: the matrix `iσ_y` in each lead. -/
def spinReversal : Matrix (Fin 4) (Fin 4) ℂ :=
  !![0, 1, 0, 0; -1, 0, 0, 0; 0, 0, 0, 1; 0, 0, -1, 0]

/-- The spin flipper and spin-1/2 time reversal are unitary, and the latter is block diagonal
in the two leads. The up-to-up transmission from lead 0 to lead 1 changes from 1 to 0 on
magnetization reversal. -/
theorem spin_resolved_witness :
    spinFlipper ∈ unitaryGroup (Fin 4) ℂ ∧ spinReversal ∈ unitaryGroup (Fin 4) ℂ ∧
      BlockDiagonal (![0, 0, 1, 1] : Fin 4 → Fin 2) spinReversal ∧
      ‖spinFlipper 2 0‖ ^ 2 = 1 ∧ ‖reversed spinReversal spinFlipper 2 0‖ ^ 2 = 0 := by
  refine ⟨mem_unitaryGroup_iff.mpr ?_, mem_unitaryGroup_iff.mpr ?_, ?_, ?_, ?_⟩
  · ext i j
    fin_cases i <;> fin_cases j <;>
      simp [spinFlipper, Matrix.mul_apply, Fin.sum_univ_four, Matrix.star_apply]
  · ext i j
    fin_cases i <;> fin_cases j <;>
      simp [spinReversal, Matrix.mul_apply, Fin.sum_univ_four, Matrix.star_apply]
  · intro i j
    fin_cases i <;> fin_cases j <;> simp [spinReversal]
  · simp [spinFlipper]
  · -- expand the products first, then insert the entries
    simp only [reversed, Matrix.mul_apply, Fin.sum_univ_four, Matrix.transpose_apply,
      Matrix.conjTranspose_apply]
    simp [spinReversal, spinFlipper]

/-- A circulator with three single-channel leads, sending 0 to 1, 1 to 2 and 2 to 0. -/
def circulator : Matrix (Fin 3) (Fin 3) ℂ := !![0, 0, 1; 1, 0, 0; 0, 1, 0]

/-- With three leads the transmission between two of them can change: for the unitary
circulator and `V = 1`, transmission from lead 0 to lead 1 is 1 before reversal and 0 after. -/
theorem three_terminal_detects_reversal :
    circulator ∈ unitaryGroup (Fin 3) ℂ ∧
      transmission (id : Fin 3 → Fin 3) circulator 1 0 = 1 ∧
      transmission (id : Fin 3 → Fin 3) (reversed 1 circulator) 1 0 = 0 := by
  refine ⟨mem_unitaryGroup_iff.mpr ?_, ?_, ?_⟩
  · ext i j
    fin_cases i <;> fin_cases j <;>
      simp [circulator, Matrix.mul_apply, Fin.sum_univ_three, Matrix.star_apply]
  · simp [transmission, Finset.sum_filter, circulator]
  · simp [transmission, reversed, Finset.sum_filter, circulator]

end

end TwoTerminalSpinSelectivity
```

```lean
#print axioms TwoTerminalSpinSelectivity.total_transmission_reversed
-- 'TwoTerminalSpinSelectivity.total_transmission_reversed' depends on axioms: [propext, Classical.choice, Quot.sound]
#print axioms TwoTerminalSpinSelectivity.two_terminal_transmission_reversed
-- 'TwoTerminalSpinSelectivity.two_terminal_transmission_reversed' depends on axioms: [propext, Classical.choice, Quot.sound]
#print axioms TwoTerminalSpinSelectivity.three_terminal_detects_reversal
-- 'TwoTerminalSpinSelectivity.three_terminal_detects_reversal' depends on axioms: [propext, Classical.choice, Quot.sound]
```

## From the trace to the two-lead equality

`transmission_eq_trace` compares the diagonal entries one by one, splitting on whether each channel lies in the chosen lead, and uses $z\bar z=|z|^2$. `leadProj_comm` is the entrywise argument for $P_aV=VP_a$.

In `transmission_reversed`, the `calc` block under `key` moves `V` through the projectors and cancels $V^\dagger V$ in the middle. `Matrix.trace_mul_cycle` then brings the outer factors together, so that they cancel too. What remains is the transmission of $S^T$, and `Finset.sum_comm` exchanges the two sums to give $T_{ba}$. This theorem does not assume that `S` is unitary.

Unitarity enters through the next two lemmas. `reversed_mem_unitaryGroup` shows that $S'$ is unitary. `sum_transmission` first proves that each row has norm 1 and then merges the sums over leads into one sum over all channels. In `total_transmission_reversed`, `Finset.add_sum_erase` separates reflection from the other terms, reciprocity with `b = a` equates the two reflections, and `linarith` does the subtraction. For two leads, `decide` confirms that removing one lead leaves exactly the other.

## Where a difference does show up

Your spin-up to spin-up intuition is right, and `spin_resolved_witness` gives an instance. Its scatterer preserves the spin of electrons coming from lead 0 and flips the spin of those coming from lead 1. With $V=i\sigma_y$ in each lead, where $\sigma_y$ is the Pauli matrix, the up-to-up transmission from lead 0 to lead 1 drops from 1 to 0 on reversal. The electron that entered with spin up now leaves with spin down, so the total stays at 2.

A third lead allows a lead-to-lead transmission to change. The circulator in `three_terminal_detects_reversal` sends 0 to 1, 1 to 2 and 2 to 0. Reversal turns it around, and $T_{10}$ goes from 1 to 0. This concerns one transmission coefficient, not the conductance measured between leads 0 and 1 with lead 2 left floating.

If you keep only leads 0 and 1 of that circulator, you see what happens without unitarity. The remaining block is

$$S=\begin{pmatrix}0&0\\1&0\end{pmatrix},$$

which transmits everything from lead 0 and absorbs everything from lead 1. With $V=1$, reversal again takes $T_{10}$ from 1 to 0. It is therefore not enough to require that the outgoing flux never exceeds the incoming flux.

## The same cancellation in a Green function calculation

In a non-interacting transport calculation, the transmission at energy $E$ is usually obtained as

$$T_{10}(E)=\mathrm{Tr}\big[\Gamma_1G^r\Gamma_0G^{r\dagger}\big],$$

where $G^r$ is the retarded Green function of the device region and $\Gamma_a$ is the broadening due to lead $a$. The trace runs over orbitals and spin, and this is the sum over channels in your question. In a basis of real orbitals times spin, flipping the magnetization replaces $G^r$ by $\sigma_y(G^r)^T\sigma_y$, and each $\Gamma_a$ likewise. The $\sigma_y$ factors cancel, and transposing inside the trace turns $T_{10}$ into $T_{01}$. With two leads and no other source of broadening, current conservation makes these equal.

The linear conductance is

$$G=\frac{e^2}{h}\int dE\,\Big(-\frac{\partial f}{\partial E}\Big)T_{10}(E),$$

with $f$ the Fermi function, $e$ the elementary charge and $h$ Planck's constant. Since $T_{10}(E)$ is the same for both magnetizations at every energy, so is $G$. For chiral-molecule junctions, suppose that flipping the magnet reverses everything odd under time reversal and changes nothing else. The coherent, non-interacting two-lead model then gives no change of the linear two-terminal conductance. Interactions and inelastic scattering do not by themselves produce one either, because Onsager reciprocity gives the same equality for linear response around thermal equilibrium. A second magnet or an applied field that stays fixed breaks the condition on the flip, and can change the conductance even within the model.
